# Images at most h apart miss an interior barrier top by at most M h²/8 when the curvature is at least −M

Let f be the energy along a path with coordinate x in [a, b], continuous there and twice differentiable inside, with f″ ≥ −M. Let f have its global maximum over [a, b] at an interior point c. If images s_0 = a ≤ s_1 ≤ … ≤ s_N = b have neighbour spacing at most h, then

0 ≤ f(c) − max_i f(s_i) ≤ M h²/8.

The constant M limits how sharply the profile can bend downwards. The two-sided condition |f″| ≤ M implies the one used here. For a band of images on a fixed one-dimensional path with exact energies, the result bounds the barrier height lost by reading it from the highest image without a climbing step.

## From the curvature bound to the barrier error

Since c is an interior maximum, f′(c) = 0. Define

g(x) = f(x) + M(x − c)²/2.

Inside the interval g″ = f″ + M ≥ 0, so g′ does not decrease. As g′(c) = 0, the slope of g is nonpositive to the left of c and nonnegative to the right. Hence g(x) ≥ g(c) = f(c), and by continuity this includes the endpoints:

f(x) ≥ f(c) − M(x − c)²/2 for all x in [a, b].

At x = b, where f(b) ≤ f(c), this gives M(b − c)² ≥ 0, and so M ≥ 0.

The chain starts to the left of c and ends to its right, so some neighbours satisfy s_j ≤ c ≤ s_{j+1}. Their distances to c add up to at most h, and one of them, s_i, lies within h/2. Because M ≥ 0,

f(s_i) ≥ f(c) − M(h/2)²/2 = f(c) − M h²/8.

The highest image is at least as high as s_i, and no image exceeds f(c). This proves both inequalities.

For N equal segments h = (b − a)/N, so the error is at most ε once M(b − a)² ≤ 8εN².

The factor 1/8 is the best possible. The parabola E − Mx²/2 on [−h/2, h/2], with images only at the ends, has its top at E and both image energies at E − M h²/8. For M > 0 its slope is not zero at the ends, whereas a reaction path usually starts and ends at stationary energy minima; the parabola models only the stretch between two neighbouring images around the top.

## Profiles and chains in Lean

```lean
import Mathlib

open Set

namespace ClimbingImageBarrier

noncomputable section
```

The names `f'` and `f''` denote separate functions, which the structure ties to f as its first and second derivatives on the open interval `Ioo a b`. Continuity is required on the closed interval `Icc a b`; the second derivative need not be continuous.

```lean
/-- An energy profile `f` along a path on `[a, b]`, with slope `f'` and curvature `f''`
inside the interval, where the curvature is nowhere below `-M`. -/
structure IsEnergyProfile (a b M : ℝ) (f f' f'' : ℝ → ℝ) : Prop where
  cont : ContinuousOn f (Icc a b)
  slope : ∀ x ∈ Ioo a b, HasDerivAt f (f' x) x
  curvature : ∀ x ∈ Ioo a b, HasDerivAt f' (f'' x) x
  bound : ∀ x ∈ Ioo a b, -M ≤ f'' x
```

A chain is a function on `Fin (N + 1)`, whose indices run from 0 to N. For a segment `i`, `i.castSucc` and `i.succ` are its left and right images. The order is not strict, so images may coincide.

```lean
/-- An ordered chain of `N + 1` images from `a` to `b` whose neighbours are at most `h` apart. -/
structure IsImageChain (a b h : ℝ) {N : ℕ} (s : Fin (N + 1) → ℝ) : Prop where
  ordered : Monotone s
  first : s 0 = a
  last : s (Fin.last N) = b
  spacing : ∀ i : Fin N, s i.succ - s i.castSucc ≤ h
```

The highest energy is a maximum over finitely many images, with no interpolation between them.

```lean
/-- The energy of the highest image of a chain. -/
def highestImage (f : ℝ → ℝ) {N : ℕ} (s : Fin (N + 1) → ℝ) : ℝ :=
  Finset.univ.sup' Finset.univ_nonempty (fun i => f (s i))
```

The next two definitions supply the equal spacing and the parabolic example.

```lean
/-- Images that divide `[a, b]` into `N` equal segments. -/
def evenImages (a b : ℝ) (N : ℕ) (i : Fin (N + 1)) : ℝ :=
  a + ((i : ℕ) : ℝ) * ((b - a) / (N : ℝ))

/-- The parabola of curvature `-M` with value `E` and zero slope at the origin; it is a barrier with
its top there when `M > 0`. -/
def parabolicBarrier (E M x : ℝ) : ℝ := E - M / 2 * x ^ 2
```

## The parabola below the profile

For u < v, the mean value theorem gives a point where the slope equals (F(v) − F(u))/(v − u). If F decreased from u to v, that slope would be negative.

```lean
/-- A function that is continuous on `[u, v]` and has a nonnegative slope between `u` and `v`
satisfies `F u ≤ F v`. -/
theorem le_of_slope_nonneg {F F' : ℝ → ℝ} {u v : ℝ} (huv : u ≤ v)
    (hc : ContinuousOn F (Icc u v)) (hd : ∀ x ∈ Ioo u v, HasDerivAt F (F' x) x)
    (h0 : ∀ x ∈ Ioo u v, 0 ≤ F' x) : F u ≤ F v := by
  rcases eq_or_lt_of_le huv with h | h
  · rw [h]
  · obtain ⟨c, hcI, e⟩ := exists_hasDerivAt_eq_slope F F' h hc hd
    have h1 := h0 c hcI
    rw [e] at h1
    by_contra hlt
    have h2 : F v - F u < 0 := by linarith [not_le.mp hlt]
    have h3 := div_neg_of_neg_of_pos h2 (sub_pos.mpr h)
    linarith
```

This lemma is used for both g′ and g. Applied to g′, it gives `hmono`, the monotonicity of the slope. Applied to g on the right of c, and to −g on the left, it gives the lower bound on f.

```lean
/-- If `c` is an interior stationary point, the energy profile is nowhere on `[a, b]` below the
parabola of curvature `-M` that has the value `f c` and zero slope at `c`. -/
theorem parabola_le_profile {a b M c x : ℝ} {f f' f'' : ℝ → ℝ}
    (hf : IsEnergyProfile a b M f f' f'') (hc : c ∈ Ioo a b) (hcrit : f' c = 0)
    (hx : x ∈ Icc a b) : f c - M / 2 * (x - c) ^ 2 ≤ f x := by
  -- the profile with the parabola added has a nondecreasing slope
  have hg : ∀ y ∈ Ioo a b, HasDerivAt (fun t => f t + M / 2 * ((t - c) * (t - c)))
      (f' y + M * (y - c)) y := by
    intro y hy
    have h1 := (hasDerivAt_id' y).sub_const c
    exact ((hf.slope y hy).fun_add ((h1.fun_mul h1).const_mul (M / 2))).congr_deriv (by ring)
  have hg2 : ∀ y ∈ Ioo a b, HasDerivAt (fun t => f' t + M * (t - c)) (f'' y + M) y := by
    intro y hy
    have h1 := (hasDerivAt_id' y).sub_const c
    exact ((hf.curvature y hy).fun_add (h1.const_mul M)).congr_deriv (by ring)
  have hmono : ∀ u v, a < u → u ≤ v → v < b →
      f' u + M * (u - c) ≤ f' v + M * (v - c) := by
    intro u v hu huv hv
    have hin : ∀ t ∈ Icc u v, t ∈ Ioo a b := fun t ht =>
      ⟨lt_of_lt_of_le hu ht.1, lt_of_le_of_lt ht.2 hv⟩
    exact le_of_slope_nonneg (F := fun t => f' t + M * (t - c)) (F' := fun t => f'' t + M) huv
      (fun t ht => (hg2 t (hin t ht)).continuousAt.continuousWithinAt)
      (fun t ht => hg2 t (hin t (Ioo_subset_Icc_self ht)))
      (fun t ht => by linarith [hf.bound t (hin t (Ioo_subset_Icc_self ht))])
  have hq : ContinuousOn (fun t : ℝ => M / 2 * ((t - c) * (t - c))) (Icc a b) := by fun_prop
  have hgc : ContinuousOn (fun t => f t + M / 2 * ((t - c) * (t - c))) (Icc a b) :=
    hf.cont.add hq
  have h0 : f' c + M * (c - c) = 0 := by rw [hcrit]; ring
  rcases le_total c x with hcx | hxc
  · -- to the right of `c` the sum does not decrease
    have h : f c + M / 2 * ((c - c) * (c - c)) ≤ f x + M / 2 * ((x - c) * (x - c)) :=
      le_of_slope_nonneg (F := fun t => f t + M / 2 * ((t - c) * (t - c)))
        (F' := fun t => f' t + M * (t - c)) hcx
        (hgc.mono (Icc_subset_Icc hc.1.le hx.2))
        (fun t ht => hg t ⟨hc.1.trans ht.1, lt_of_lt_of_le ht.2 hx.2⟩)
        (fun t ht => by
          linarith [hmono c t hc.1 ht.1.le (lt_of_lt_of_le ht.2 hx.2)])
    nlinarith [h]
  · -- to the left of `c` it does not increase towards `c`
    have h : -(f x + M / 2 * ((x - c) * (x - c))) ≤ -(f c + M / 2 * ((c - c) * (c - c))) :=
      le_of_slope_nonneg (F := fun t => -(f t + M / 2 * ((t - c) * (t - c))))
        (F' := fun t => -(f' t + M * (t - c))) hxc
        (hgc.mono (Icc_subset_Icc hx.1 hc.2.le)).neg
        (fun t ht => (hg t ⟨lt_of_le_of_lt hx.1 ht.1, ht.2.trans hc.2⟩).fun_neg)
        (fun t ht => by
          linarith [hmono t c (lt_of_le_of_lt hx.1 ht.1) ht.2.le hc.2])
    nlinarith [h]
```

## An image near the top

If no neighbours bracketed c, induction along the chain would put every image at or below c, contradicting s_N = b > c. The two cases at the end take the left neighbour if it lies within h/2 of c, and the right one otherwise.

```lean
/-- Every interior point of the path has an image within half the spacing bound. -/
theorem exists_image_near {a b h c : ℝ} {N : ℕ} {s : Fin (N + 1) → ℝ}
    (hs : IsImageChain a b h s) (hc : c ∈ Ioo a b) : ∃ i, |s i - c| ≤ h / 2 := by
  -- two neighbouring images bracket `c`
  have hbr : ∃ j : Fin N, s j.castSucc ≤ c ∧ c ≤ s j.succ := by
    by_contra hno
    have hall : ∀ i : Fin (N + 1), s i ≤ c := by
      intro i
      induction i using Fin.induction with
      | zero => rw [hs.first]; exact hc.1.le
      | succ j ih =>
        by_contra hj
        exact hno ⟨j, ih, (not_le.mp hj).le⟩
    have hl := hall (Fin.last N)
    rw [hs.last] at hl
    linarith [hc.2]
  obtain ⟨j, h1, h2⟩ := hbr
  have h3 := hs.spacing j
  rcases le_total (c - s j.castSucc) (h / 2) with h4 | h4
  · exact ⟨j.castSucc, abs_le.mpr ⟨by linarith, by linarith⟩⟩
  · exact ⟨j.succ, abs_le.mpr ⟨by linarith, by linarith⟩⟩
```

## The error bound

The hypothesis `hmax` says that c is a maximum over the whole of [a, b]; that it lies inside is assumed in `hc`. The proof obtains f′(c) = 0 and M ≥ 0, then combines the parabola with the nearby image as above. The theorem takes the path and the energies as given, and so does not address the convergence of a band or of a climbing image.

```lean
/-- The highest image never exceeds the barrier top `f c`, and it underestimates it by
at most `M h² / 8`. -/
theorem highestImage_error {a b M h c : ℝ} {f f' f'' : ℝ → ℝ} {N : ℕ}
    {s : Fin (N + 1) → ℝ} (hf : IsEnergyProfile a b M f f' f'')
    (hs : IsImageChain a b h s) (hc : c ∈ Ioo a b) (hmax : IsMaxOn f (Icc a b) c) :
    highestImage f s ≤ f c ∧ f c - highestImage f s ≤ M * h ^ 2 / 8 := by
  have hmem : ∀ i, s i ∈ Icc a b := fun i =>
    ⟨hs.first ▸ hs.ordered (Fin.zero_le i), hs.last ▸ hs.ordered (Fin.le_last i)⟩
  have hle := isMaxOn_iff.mp hmax
  refine ⟨Finset.sup'_le _ _ (fun i _ => hle _ (hmem i)), ?_⟩
  -- the slope vanishes at the top
  have hcrit : f' c = 0 :=
    (hmax.isLocalMax (Icc_mem_nhds hc.1 hc.2)).hasDerivAt_eq_zero (hf.slope c hc)
  -- comparison with the endpoint `b` shows that `M` is nonnegative
  have hb : b ∈ Icc a b := ⟨(hc.1.trans hc.2).le, le_rfl⟩
  have hM : 0 ≤ M := by
    by_contra hneg
    have h1 := parabola_le_profile hf hc hcrit hb
    have h2 := mul_neg_of_neg_of_pos (not_le.mp hneg) (pow_pos (sub_pos.mpr hc.2) 2)
    linarith [hle b hb]
  obtain ⟨i, hi⟩ := exists_image_near hs hc
  have h1 := parabola_le_profile hf hc hcrit (hmem i)
  have h2 : (s i - c) ^ 2 ≤ (h / 2) ^ 2 := sq_le_sq' (abs_le.mp hi).1 (abs_le.mp hi).2
  have h3 : f (s i) ≤ highestImage f s :=
    Finset.le_sup' (fun i => f (s i)) (Finset.mem_univ i)
  nlinarith [mul_le_mul_of_nonneg_left h2 hM]
```

## Choosing the number of segments

The first theorem checks that equal division gives a chain with spacing (b − a)/N; the second inserts this spacing into the error bound.

```lean
/-- Evenly spaced images form a chain with spacing `(b - a) / N`. -/
theorem evenImages_isImageChain {a b : ℝ} {N : ℕ} (hab : a ≤ b) (hN : 0 < N) :
    IsImageChain a b ((b - a) / (N : ℝ)) (evenImages a b N) := by
  have hN' : (0 : ℝ) < N := Nat.cast_pos.mpr hN
  have hd : 0 ≤ (b - a) / (N : ℝ) := div_nonneg (sub_nonneg.mpr hab) hN'.le
  refine ⟨fun i j hij => ?_, by simp [evenImages], ?_, fun i => ?_⟩
  · have h1 : ((i : ℕ) : ℝ) ≤ ((j : ℕ) : ℝ) := Nat.cast_le.mpr (Fin.le_def.mp hij)
    have h2 := mul_le_mul_of_nonneg_right h1 hd
    simp only [evenImages]
    linarith
  · have h1 : (N : ℝ) * ((b - a) / (N : ℝ)) = b - a := by field_simp
    simp only [evenImages, Fin.val_last]
    linarith
  · have h1 : ((i.castSucc : Fin (N + 1)) : ℕ) = (i : ℕ) := rfl
    simp only [evenImages, Fin.val_succ, h1]
    apply le_of_eq
    push_cast
    ring

/-- With `N` equal segments, the barrier error is at most `ε` as soon as
`M (b - a)² ≤ 8 ε N²`. -/
theorem evenImages_error_le {a b M c ε : ℝ} {f f' f'' : ℝ → ℝ} {N : ℕ}
    (hf : IsEnergyProfile a b M f f' f'') (hc : c ∈ Ioo a b)
    (hmax : IsMaxOn f (Icc a b) c) (hN : 0 < N)
    (hε : M * (b - a) ^ 2 ≤ 8 * ε * (N : ℝ) ^ 2) :
    f c - highestImage f (evenImages a b N) ≤ ε := by
  have hN' : (0 : ℝ) < N := Nat.cast_pos.mpr hN
  refine (highestImage_error hf
    (evenImages_isImageChain (hc.1.trans hc.2).le hN) hc hmax).2.trans ?_
  have e : M * ((b - a) / (N : ℝ)) ^ 2 / 8 = M * (b - a) ^ 2 / (8 * (N : ℝ) ^ 2) := by ring
  rw [e, div_le_iff₀ (by positivity)]
  linarith
```

## A barrier that attains the bound

The last theorem verifies every hypothesis of the error bound for the parabola, together with the exact error. Here N = 1, so the two images are the endpoints, and `hv` computes their common energy. The case M = 0 is included: the profile is then flat and the error is zero.

```lean
/-- For a parabolic barrier with one image at each end of `[-h/2, h/2]`, all conditions of
the error bound hold and the error equals `M h² / 8`. -/
theorem highestImage_error_sharp {E M h : ℝ} (hM : 0 ≤ M) (hh : 0 < h) :
    IsEnergyProfile (-(h / 2)) (h / 2) M (parabolicBarrier E M) (fun x => -M * x) (fun _ => -M) ∧
    IsImageChain (-(h / 2)) (h / 2) h (evenImages (-(h / 2)) (h / 2) 1) ∧
    (0 : ℝ) ∈ Ioo (-(h / 2)) (h / 2) ∧
    IsMaxOn (parabolicBarrier E M) (Icc (-(h / 2)) (h / 2)) 0 ∧
    parabolicBarrier E M 0 - highestImage (parabolicBarrier E M)
      (evenImages (-(h / 2)) (h / 2) 1) = M * h ^ 2 / 8 := by
  have hd : ∀ x, HasDerivAt (parabolicBarrier E M) (-M * x) x := by
    intro x
    have e : parabolicBarrier E M = fun t => E - M / 2 * (t * t) := by
      funext t
      simp only [parabolicBarrier]
      ring
    rw [e]
    have h1 := hasDerivAt_id' x
    exact (((h1.fun_mul h1).const_mul (M / 2)).const_sub E).congr_deriv (by ring)
  refine ⟨⟨fun x _ => (hd x).continuousAt.continuousWithinAt, fun x _ => hd x,
    fun x _ => ((hasDerivAt_id' x).const_mul (-M)).congr_deriv (by ring),
    fun _ _ => le_rfl⟩, ?_, ⟨by linarith, by linarith⟩, ?_, ?_⟩
  · have h1 := evenImages_isImageChain (a := -(h / 2)) (b := h / 2) (N := 1)
      (by linarith) Nat.one_pos
    have e : (h / 2 - -(h / 2)) / ((1 : ℕ) : ℝ) = h := by push_cast; ring
    rwa [e] at h1
  · refine isMaxOn_iff.mpr (fun x _ => ?_)
    simp only [parabolicBarrier]
    nlinarith [mul_nonneg hM (sq_nonneg x)]
  · -- both images have the same energy
    have hv : ∀ i : Fin (1 + 1), parabolicBarrier E M (evenImages (-(h / 2)) (h / 2) 1 i)
        = E - M * h ^ 2 / 8 := by
      intro i
      have hlt := i.isLt
      have hi : (i : ℕ) = 0 ∨ (i : ℕ) = 1 := by omega
      rcases hi with hi | hi <;> simp only [parabolicBarrier, evenImages, hi] <;>
        push_cast <;> ring
    have htop : highestImage (parabolicBarrier E M) (evenImages (-(h / 2)) (h / 2) 1)
        = E - M * h ^ 2 / 8 :=
      le_antisymm (Finset.sup'_le _ _ (fun i _ => (hv i).le))
        ((hv 0).ge.trans (Finset.le_sup'
          (fun i => parabolicBarrier E M (evenImages (-(h / 2)) (h / 2) 1 i))
          (Finset.mem_univ 0)))
    rw [htop]
    simp only [parabolicBarrier]
    ring

end

end ClimbingImageBarrier
```

```lean
#print axioms ClimbingImageBarrier.highestImage_error
#print axioms ClimbingImageBarrier.evenImages_error_le
#print axioms ClimbingImageBarrier.highestImage_error_sharp
```

```
'ClimbingImageBarrier.highestImage_error' depends on axioms: [propext, Classical.choice, Quot.sound]
'ClimbingImageBarrier.evenImages_error_le' depends on axioms: [propext, Classical.choice, Quot.sound]
'ClimbingImageBarrier.highestImage_error_sharp' depends on axioms: [propext, Classical.choice, Quot.sound]
```
